# A charge in a film of permittivity ε > 1 in vacuum has its lowest image-charge self-energy at the mid-plane

In Gaussian units with the elementary charge set to 1, put a unit charge inside a film of thickness d and permittivity ε > 1, at height x above the mid-plane, with vacuum on both sides. Keep only its nearest image behind each surface. Both have strength b = (ε − 1)/(ε + 1), with the sign of the charge itself, and they lie at d − x and −d − x. The distances are d − 2x and d + 2x, so half the screened Coulomb energy is

(b/2ε) [1/(d − 2x) + 1/(d + 2x)] = (b/ε) d/(d² − 4x²).

The charge is repelled from both surfaces, and the energy is least at x = 0. The full series of images keeps this minimum and gives it the value ln((ε + 1)/2)/(εd). An electron and a hole each pay at least this much. For classical point charges in a film with sharp surfaces, the sum of their two self-energies estimates how much polarisation widens the gap of a semiconductor slab.

## The images and their energy

```lean
import Mathlib

noncomputable section

namespace DielectricFilmSelfEnergy

/-- The image strength `b = (ε - 1)/(ε + 1)` of a film of permittivity `ε ≠ -1` in vacuum. -/
def contrast (ε : ℝ) : ℝ := (ε - 1) / (ε + 1)
```

`contrast ε` is b, the fraction of a charge that appears as its image at one surface. `ℝ` is the type of real numbers.

```lean
/-- Half the screened Coulomb energy of a unit charge at `x` with four of its images: two of
strength `b^(2n+1)` at `±(2n+1)d - x` and two of strength `b^(2n+2)` at `x ± (2n+2)d`.
The domain is `ε > 0`, `|x| < d/2`. -/
def imageEnergy (ε d x : ℝ) (n : ℕ) : ℝ :=
  1 / (2 * ε) *
    (contrast ε ^ (2 * n + 1) *
        (1 / |x - ((2 * n + 1) * d - x)| + 1 / |x - (-((2 * n + 1) * d) - x)|) +
      contrast ε ^ (2 * n + 2) *
        (1 / |x - (x + (2 * n + 2) * d)| + 1 / |x - (x - (2 * n + 2) * d)|))
```

Repeated reflection produces the further images: mirroring the one at d − x in the lower surface gives an image at x − 2d of strength b². The index n starts at 0 and collects four images at a time, two from an odd and two from an even number of reflections. The factor 1/ε is the screening inside the film. The factor 1/2 is there because the images are induced by the charge and grow with it. Units are Gaussian.

The image positions and strengths are the starting point here; they are not derived from the boundary conditions on the potential.

```lean
/-- The self-energy of a unit charge at height `x` above the mid-plane of a film of thickness `d`,
summed over all images. The domain is `ε > 0`, `|x| < d/2`. -/
def selfEnergy (ε d x : ℝ) : ℝ := ∑' n : ℕ, imageEnergy ε d x n
```

This is the self-energy U(x), and `∑'` is Lean's infinite sum.

```lean
/-- The combined term of the image series, with even images at distance `(2n+2)d` and odd images
at distances `(2n+1)d ± 2x`. The domain is `|x| < d/2`. -/
def filmTerm (b d x : ℝ) (n : ℕ) : ℝ :=
  b ^ (2 * n + 2) / ((2 * n + 2) * d) +
    b ^ (2 * n + 1) * ((2 * n + 1) * d / (((2 * n + 1) * d) ^ 2 - 4 * x ^ 2))
```

With the shorthand A = (2n + 1)d, this combined term is

Tₙ(x) = b^(2n+2)/((2n + 2)d) + b^(2n+1) A/(A² − 4x²).

## From image positions to a series

```lean
/-- For `ε > 1` the image strength lies strictly between zero and one. -/
theorem contrast_bounds {ε : ℝ} (hε : 1 < ε) : 0 < contrast ε ∧ contrast ε < 1 := by
  unfold contrast
  exact ⟨div_pos (by linarith) (by linarith), (div_lt_one (by linarith)).2 (by linarith)⟩
```

In a theorem, the named hypotheses stand in round brackets, and the claim follows the colon after them. Here `hε` names the assumption ε > 1. Numerator and denominator of b are then positive, and the numerator is the smaller, so 0 < b < 1.

```lean
/-- For a charge inside the film, `(2n+1)d` is at least `d` and exceeds `2|x|`. -/
theorem image_separation {d x : ℝ} (hx : |x| < d / 2) (n : ℕ) :
    d ≤ (2 * n + 1) * d ∧ 4 * x ^ 2 < ((2 * n + 1) * d) ^ 2 := by
  have hd : 0 < d := by linarith [abs_nonneg x]
  obtain ⟨h1, h2⟩ := abs_lt.1 hx
  have hn : (0 : ℝ) ≤ n := n.cast_nonneg
  have h3 : d ≤ (2 * n + 1) * d := by nlinarith [mul_nonneg hn hd.le]
  have h4 : 0 < (d - 2 * x) * (d + 2 * x) := mul_pos (by linarith) (by linarith)
  have h5 := pow_le_pow_left₀ hd.le h3 2
  exact ⟨h3, by nlinarith⟩
```

The hypothesis |x| < d/2 puts the charge inside the film and forces d > 0. Hence A ≥ d, and 4x² < d² ≤ A². Every odd-image denominator is therefore positive.

```lean
/-- Inside the film, the sum over image charges equals `1/ε` times the series of combined terms. -/
theorem selfEnergy_eq (ε : ℝ) {d x : ℝ} (hx : |x| < d / 2) :
    selfEnergy ε d x = 1 / ε * ∑' n : ℕ, filmTerm (contrast ε) d x n := by
  unfold selfEnergy
  rw [← tsum_mul_left]
  refine tsum_congr fun n => ?_
  have hd : 0 < d := by linarith [abs_nonneg x]
  obtain ⟨h1, h2⟩ := abs_lt.1 hx
  have h3 := (image_separation hx n).1
  have hB : 0 < (2 * (n : ℝ) + 2) * d := by positivity
  have hm : 0 < (2 * (n : ℝ) + 1) * d - 2 * x := by linarith
  have hp : 0 < (2 * (n : ℝ) + 1) * d + 2 * x := by linarith
  -- the four distances between the charge and its images
  have e1 : |x - ((2 * (n : ℝ) + 1) * d - x)| = (2 * n + 1) * d - 2 * x := by
    rw [abs_of_neg (by linarith)]; ring
  have e2 : |x - (-((2 * (n : ℝ) + 1) * d) - x)| = (2 * n + 1) * d + 2 * x := by
    rw [abs_of_pos (by linarith)]; ring
  have e3 : |x - (x + (2 * (n : ℝ) + 2) * d)| = (2 * n + 2) * d := by
    rw [abs_of_neg (by linarith)]; ring
  have e4 : |x - (x - (2 * (n : ℝ) + 2) * d)| = (2 * n + 2) * d := by
    rw [abs_of_pos (by linarith)]; ring
  have key : 1 / ((2 * (n : ℝ) + 1) * d - 2 * x) + 1 / ((2 * n + 1) * d + 2 * x) =
      2 * ((2 * n + 1) * d / (((2 * n + 1) * d) ^ 2 - 4 * x ^ 2)) := by
    rw [show ((2 * (n : ℝ) + 1) * d) ^ 2 - 4 * x ^ 2 =
      ((2 * n + 1) * d - 2 * x) * ((2 * n + 1) * d + 2 * x) by ring,
      div_add_div _ _ hm.ne' hp.ne', ← mul_div_assoc]
    congr 1
    ring
  unfold imageEnergy filmTerm
  rw [e1, e2, e3, e4, key]
  ring
```

This theorem states U(x) = (1/ε) Σ Tₙ(x). The steps `e1` to `e4` evaluate the four distances as A − 2x and A + 2x for the odd images and (2n + 2)d for each of the two even ones. The step `key` adds the odd pair:

1/(A − 2x) + 1/(A + 2x) = 2A/(A² − 4x²).

The even pair gives 2/((2n + 2)d), and the prefactor 1/(2ε) turns both into the terms of Tₙ/ε.

## Convergence

```lean
/-- For image strength `0 < b < 1` and a charge inside the film, all combined terms are positive
and their series converges. -/
theorem filmTerm_pos_summable {b d x : ℝ} (hb : 0 < b) (hb1 : b < 1) (hx : |x| < d / 2) :
    (∀ n, 0 < filmTerm b d x n) ∧ Summable (filmTerm b d x) := by
  have hd : 0 < d := by linarith [abs_nonneg x]
  have hpos : ∀ n, 0 < filmTerm b d x n := fun n => by
    have h := sub_pos.2 (image_separation hx n).2
    unfold filmTerm
    positivity
  refine ⟨hpos, Summable.of_nonneg_of_le (fun n => (hpos n).le) (fun n => ?_)
    ((summable_geometric_of_lt_one hb.le hb1).mul_right (1 / d + d / (d ^ 2 - 4 * x ^ 2)))⟩
  have hn : (0 : ℝ) ≤ n := n.cast_nonneg
  have h := sub_pos.2 (image_separation hx n).2
  have h0 : 0 < d ^ 2 - 4 * x ^ 2 := by
    have := (image_separation hx 0).2
    norm_num at this
    linarith
  -- the nearest images have the largest Coulomb factor
  have c1 : 1 / ((2 * (n : ℝ) + 2) * d) ≤ 1 / d :=
    one_div_le_one_div_of_le hd (by nlinarith [mul_nonneg hn hd.le])
  have c2 : (2 * (n : ℝ) + 1) * d / (((2 * n + 1) * d) ^ 2 - 4 * x ^ 2) ≤
      d / (d ^ 2 - 4 * x ^ 2) := by
    rw [div_le_div_iff₀ h h0]
    have : 0 ≤ 2 * (n : ℝ) * d * ((2 * n + 1) * d ^ 2 + 4 * x ^ 2) := by positivity
    linarith
  have p1 : b ^ (2 * n + 2) ≤ b ^ n := pow_le_pow_of_le_one hb.le hb1.le (by omega)
  have p2 : b ^ (2 * n + 1) ≤ b ^ n := pow_le_pow_of_le_one hb.le hb1.le (by omega)
  have q1 := mul_le_mul p1 c1 (by positivity) (by positivity)
  have q2 := mul_le_mul p2 c2 (by positivity) (by positivity)
  unfold filmTerm
  rw [mul_add, div_eq_mul_one_div (b ^ (2 * n + 2))]
  exact add_le_add q1 q2
```

All terms are positive. For the upper bound, `c1` uses (2n + 2)d ≥ d, and `c2` compares the odd factor with its value at n = 0:

A/(A² − 4x²) ≤ d/(d² − 4x²).

Cross-multiplied, the difference of the two sides is (A − d)(Ad + 4x²) ≥ 0. Since 0 < b < 1, both powers of b are at most bⁿ (`p1`, `p2`), so

Tₙ(x) ≤ bⁿ [1/d + d/(d² − 4x²)],

which is a convergent geometric series.

## The energy rises towards either surface

```lean
/-- For `ε > 1` the self-energy inside the film increases strictly with the distance from the
mid-plane. -/
theorem selfEnergy_strictMono {ε d x y : ℝ} (hε : 1 < ε) (hxy : |x| < |y|) (hy : |y| < d / 2) :
    selfEnergy ε d x < selfEnergy ε d y := by
  have hx := hxy.trans hy
  have hd : 0 < d := by linarith [abs_nonneg x]
  obtain ⟨hb, hb1⟩ := contrast_bounds hε
  have hsq : x ^ 2 < y ^ 2 := sq_lt_sq.2 hxy
  have hlt : ∀ n, filmTerm (contrast ε) d x n < filmTerm (contrast ε) d y n := fun n => by
    have h := sub_pos.2 (image_separation hy n).2
    have hq := div_lt_div_of_pos_left (show 0 < (2 * (n : ℝ) + 1) * d by positivity) h
      (show ((2 * (n : ℝ) + 1) * d) ^ 2 - 4 * y ^ 2 < ((2 * n + 1) * d) ^ 2 - 4 * x ^ 2 by
        linarith)
    have := mul_lt_mul_of_pos_left hq (pow_pos hb (2 * n + 1))
    unfold filmTerm
    linarith
  rw [selfEnergy_eq ε hx, selfEnergy_eq ε hy]
  exact mul_lt_mul_of_pos_left
    (Summable.tsum_lt_tsum (fun n => (hlt n).le) (hlt 0)
      (filmTerm_pos_summable hb hb1 hx).2 (filmTerm_pos_summable hb hb1 hy).2)
    (one_div_pos.2 (by linarith))
```

Take |x| < |y| < d/2. The even part of Tₙ does not depend on position. In the odd part, A² − 4y² is smaller than A² − 4x² and still positive, so Tₙ(x) < Tₙ(y) for every n. This is `hlt`. Summing and multiplying by 1/ε > 0 gives U(x) < U(y).

The summing is done by Mathlib's `Summable.tsum_lt_tsum`. It asks for four things: no term of the first series exceeds its partner in the second, at least one is strictly smaller (here `hlt 0`), and each of the two series converges. The last two matter because Lean assigns the value 0 to a sum that does not converge, and a comparison with such a value would say nothing about energies. The preceding theorem supplies both.

## The value at the mid-plane

```lean
/-- For `ε > 1` and `d > 0` the self-energy at the mid-plane is `ln((ε+1)/2)/(εd)`, which is
positive, and it is strictly larger everywhere else inside the film. -/
theorem selfEnergy_unique_minimum {ε d : ℝ} (hε : 1 < ε) (hd : 0 < d) :
    selfEnergy ε d 0 = Real.log ((ε + 1) / 2) / (ε * d) ∧ 0 < selfEnergy ε d 0 ∧
      ∀ x, |x| < d / 2 → x ≠ 0 → selfEnergy ε d 0 < selfEnergy ε d x := by
  obtain ⟨hb, hb1⟩ := contrast_bounds hε
  have hval : selfEnergy ε d 0 = Real.log ((ε + 1) / 2) / (ε * d) := by
    -- odd and even images together form the logarithmic series
    have hs := Real.hasSum_pow_div_log_of_abs_lt_one
      (show |contrast ε| < 1 by rw [abs_of_pos hb]; exact hb1)
    have he : Summable (fun n : ℕ => contrast ε ^ (2 * n + 1) / (((2 * n : ℕ) : ℝ) + 1)) :=
      hs.summable.comp_injective (i := fun n : ℕ => 2 * n)
        (fun a c h => by have h' : 2 * a = 2 * c := h; omega)
    have ho : Summable
        (fun n : ℕ => contrast ε ^ (2 * n + 1 + 1) / (((2 * n + 1 : ℕ) : ℝ) + 1)) :=
      hs.summable.comp_injective (i := fun n : ℕ => 2 * n + 1)
        (fun a c h => by have h' : 2 * a + 1 = 2 * c + 1 := h; omega)
    have hsum := (tsum_even_add_odd
      (f := fun k : ℕ => contrast ε ^ (k + 1) / ((k : ℝ) + 1)) he ho).trans hs.tsum_eq
    have hser : ∑' n : ℕ, filmTerm (contrast ε) d 0 n =
        1 / d * -Real.log (1 - contrast ε) := by
      rw [← hsum, ← Summable.tsum_add he ho, ← tsum_mul_left]
      refine tsum_congr fun n => ?_
      have e0 : (2 * (n : ℝ) + 1) * d / (((2 * n + 1) * d) ^ 2 - 4 * 0 ^ 2) =
          1 / ((2 * n + 1) * d) := by
        have hA : (2 * (n : ℝ) + 1) * d ≠ 0 := by positivity
        rw [div_eq_div_iff (by simpa using hA) hA]
        ring
      unfold filmTerm
      rw [e0, div_mul_eq_div_div, div_mul_eq_div_div]
      push_cast
      ring
    have hc : 1 - contrast ε = 2 / (ε + 1) := by
      have h : ε + 1 ≠ 0 := by linarith
      unfold contrast
      rw [eq_div_iff h, sub_mul, div_mul_cancel₀ _ h]
      ring
    rw [selfEnergy_eq ε (by simpa using hd), hser, hc, ← Real.log_inv, inv_div]
    ring
  refine ⟨hval, ?_, fun x hx h0 => selfEnergy_strictMono hε (by simpa using h0) hx⟩
  rw [hval]
  exact div_pos (Real.log_pos (by linarith)) (mul_pos (by linarith) hd)
```

At x = 0 the odd factor is 1/A, and odd and even images merge into one series:

Σ Tₙ(0) = (1/d)(b + b²/2 + b³/3 + …) = −ln(1 − b)/d.

Since 1 − b = 2/(ε + 1), this gives

U(0) = ln((ε + 1)/2)/(εd).

In the code, `hs` is the logarithmic series, `tsum_even_add_odd` joins its two halves, `hser` is the sum at x = 0 and `hc` is the formula for 1 − b. The value is positive because (ε + 1)/2 > 1. The strict inequality for x ≠ 0 is the previous theorem with the mid-plane as the inner point.

The hypothesis ε > 1 can't be weakened to ε ≥ 1. At ε = 1 there is no dielectric step, b = 0, and U vanishes throughout the film, so the minimum is neither positive nor unique.

## A lower bound from the two nearest images

```lean
/-- For `ε > 1` the self-energy inside the film exceeds the contribution
`(b/ε) d/(d² - 4x²)` of the two nearest images. -/
theorem nearest_images_lt_selfEnergy {ε d x : ℝ} (hε : 1 < ε) (hx : |x| < d / 2) :
    contrast ε / ε * (d / (d ^ 2 - 4 * x ^ 2)) < selfEnergy ε d x := by
  have hd : 0 < d := by linarith [abs_nonneg x]
  obtain ⟨hb, hb1⟩ := contrast_bounds hε
  obtain ⟨hpos, hsum⟩ := filmTerm_pos_summable hb hb1 hx
  have h0 := hsum.le_tsum 0 (fun n _ => (hpos n).le)
  have h1 : contrast ε * (d / (d ^ 2 - 4 * x ^ 2)) < filmTerm (contrast ε) d x 0 := by
    have : 0 < contrast ε ^ 2 / (2 * d) := by positivity
    simpa [filmTerm] using this
  rw [selfEnergy_eq ε hx]
  calc contrast ε / ε * (d / (d ^ 2 - 4 * x ^ 2))
      = 1 / ε * (contrast ε * (d / (d ^ 2 - 4 * x ^ 2))) := by ring
    _ < _ := mul_lt_mul_of_pos_left (h1.trans_le h0) (one_div_pos.2 (by linarith))
```

The energy from the opening is a strict lower bound on U. The term T₀ contains it, up to the factor 1/ε, together with the positive amount b²/(2d), and all later terms are positive. The bound grows without limit as |x| approaches d/2, which reflects the idealisation of a sharp surface and a point charge.

## An electron and a hole

```lean
/-- For `ε > 1`, the self-energies of an electron and a hole inside the film add up to at least
`2 ln((ε+1)/2)/(εd)`, with equality exactly when both sit at the mid-plane. -/
theorem gap_widening {ε d xe xh : ℝ} (hε : 1 < ε) (he : |xe| < d / 2) (hh : |xh| < d / 2) :
    2 * (Real.log ((ε + 1) / 2) / (ε * d)) ≤ selfEnergy ε d xe + selfEnergy ε d xh ∧
      (selfEnergy ε d xe + selfEnergy ε d xh = 2 * (Real.log ((ε + 1) / 2) / (ε * d)) ↔
        xe = 0 ∧ xh = 0) := by
  have hd : 0 < d := by linarith [abs_nonneg xe]
  obtain ⟨hval, -, hmin⟩ := selfEnergy_unique_minimum hε hd
  rw [← hval]
  have hle : ∀ x, |x| < d / 2 → selfEnergy ε d 0 ≤ selfEnergy ε d x := fun x hx => by
    by_cases h : x = 0
    · rw [h]
    · exact (hmin x hx h).le
  have h1 := hle xe he
  have h2 := hle xh hh
  refine ⟨by linarith, fun h => ⟨?_, ?_⟩, fun h => ?_⟩
  · by_contra h0
    linarith [hmin xe he h0]
  · by_contra h0
    linarith [hmin xh hh h0]
  · rw [h.1, h.2]
    ring

end DielectricFilmSelfEnergy
```

The self-energy is quadratic in the charge, so an electron at `xe` and a hole at `xh` both pay a positive cost. Each cost is at least U(0), and therefore

U(xe) + U(xh) ≥ 2 ln((ε + 1)/2)/(εd).

If either particle is off the mid-plane, its own inequality is strict and so is the sum; this gives the equality condition.

Read as a widening of the gap, the sum is the polarisation cost of adding the two carriers separately, relative to an unbounded medium of the same ε, where there are no images. The attraction between electron and hole, the kinetic energy of confinement and the spread of the wavefunctions do not enter.

```lean
#print axioms DielectricFilmSelfEnergy.nearest_images_lt_selfEnergy
#print axioms DielectricFilmSelfEnergy.gap_widening
```

```
'DielectricFilmSelfEnergy.nearest_images_lt_selfEnergy' depends on axioms: [propext, Classical.choice, Quot.sound]
'DielectricFilmSelfEnergy.gap_widening' depends on axioms: [propext, Classical.choice, Quot.sound]
```
